# Scaling and the inverse-cube solution of the Thomas-Fermi equation

Stretch the argument of a Thomas-Fermi screening function without adjusting its height, and the result generally no longer solves the equation. If the function is positive somewhere, a stretch $x\mapsto ax$ with $a>0$ needs the prefactor $a^3$; any other positive prefactor fails.

## The screened atom

In the Thomas-Fermi model of a neutral spherical atom, a function $\chi$ describes how the electrons screen the nuclear potential. With $x>0$ the distance from the nucleus in scaled units, it obeys

$$\chi''(x)=\frac{\chi(x)^{3/2}}{\sqrt x},\qquad \chi\ge 0 .$$

The atom also requires $\chi(0)=1$ and $\chi\to0$ at infinity. Scaling helps with the first condition: within this semiclassical model without exchange, a numerical solution with a finite value $\chi(0)=s>0$ is normalised by taking $a=s^{-1/3}$.

## Four statements about solutions

- `scaling`: if $\chi$ is a solution and $a>0$, then $a^3\chi(ax)$ is a solution.
- `scaling_iff`: if a solution $\chi$ is positive at some $x>0$ and $a,b>0$, then $b\chi(ax)$ is a solution exactly when $b=a^3$.
- `power_law_iff`: for $c>0$ and real $m$, $cx^m$ is a solution exactly when $m=-3$ and $c=144$.
- `scale_invariant_iff`: a solution that is positive at some $x>0$ is unchanged on $x>0$ by all these scalings exactly when it equals $144/x^3$ there.

"Solution" means `IsTFSolution χ`: there is a function `χ'` such that, at every $x>0$, $\chi(x)\ge0$, `χ'` is the derivative of $\chi$, and the derivative of `χ'` is the right-hand side. Although `χ` has type `ℝ → ℝ`, its values at $x\le0$ are unconstrained.

No boundary condition is imposed, so the statements concern the differential equation and not the existence or uniqueness of the atomic solution. Indeed $144/x^3$ diverges at the nucleus and cannot describe a whole atom.

## Counting powers

**Scaling.** The chain rule gives $b\chi(ax)$ the second derivative

$$ba^2\chi''(ax)=ba^2\frac{\chi(ax)^{3/2}}{\sqrt{ax}}=ba^{3/2}\frac{\chi(ax)^{3/2}}{\sqrt x}.$$

The equation requires this to equal $b^{3/2}\chi(ax)^{3/2}/\sqrt x$. For $b=a^3$ both prefactors are $a^{9/2}$, so the equation holds. Conversely, if $\chi(x_0)>0$, take $x=x_0/a$ and cancel the positive factors: $a^{3/2}=b^{1/2}$, hence $b=a^3$.

**Power laws.** Inserting $cx^m$ gives

$$cm(m-1)x^{m-2}=c^{3/2}x^{(3m-1)/2}.$$

At $x=1$ this says $m(m-1)=\sqrt c>0$. Dividing by this common factor at $x=4$ leaves $4^{m-2}=4^{(3m-1)/2}$, so $m=-3$. Then $\sqrt c=12$ and $c=144$. Conversely, both sides for $144/x^3$ are $1728\,x^{-5}$.

**Invariance.** Suppose $a^3\chi(ax)=\chi(x)$ for all $a,x>0$. Scaling by $x$ at the point $1$ gives $x^3\chi(x)=\chi(1)$, so $\chi(x)=\chi(1)x^{-3}$. Positivity somewhere makes $\chi(1)>0$, and the power-law result gives $\chi(1)=144$. Conversely, $a^3\cdot144/(ax)^3=144/x^3$.

## The zero solution

The smallest solution, $\chi=0$, shows what positivity does. Every multiple of it is again a solution, so $b$ is not fixed, and it is invariant under all scalings without being $144/x^3$.

## The Lean file

```lean
import Mathlib

open Filter Topology

namespace ThomasFermiScaling

/-- `χ` solves the Thomas-Fermi equation `χ'' = χ^(3/2) / √x` on the half-line `x > 0`
and is non-negative there; `χ'` is its first derivative. -/
def IsTFSolution (χ : ℝ → ℝ) : Prop :=
  ∃ χ' : ℝ → ℝ, ∀ x, 0 < x →
    0 ≤ χ x ∧ HasDerivAt χ (χ' x) x ∧ HasDerivAt χ' (χ x ^ (3 / 2 : ℝ) / √x) x

/-- For a non-negative number, the power `3/2` is the number times its square root. -/
theorem rpow_three_half {y : ℝ} (hy : 0 ≤ y) : y ^ (3 / 2 : ℝ) = y * √y := by
  rw [show (3 / 2 : ℝ) = 1 + 1 / 2 by norm_num,
    Real.rpow_add_of_nonneg hy (by norm_num) (by norm_num), Real.rpow_one, Real.sqrt_eq_rpow]

/-- Chain rule for a function whose argument is stretched by `a` and whose value is
multiplied by `b`. -/
theorem hasDerivAt_dilation {f : ℝ → ℝ} {a b d x : ℝ} (h : HasDerivAt f d (a * x)) :
    HasDerivAt (fun y => b * f (a * y)) (b * a * d) x := by
  have h1 : HasDerivAt (fun y : ℝ => a * y) a x :=
    ((hasDerivAt_id' x).const_mul a).congr_deriv (mul_one a)
  have h2 : HasDerivAt (fun y => f (a * y)) (d * a) x := HasDerivAt.comp x h h1
  exact (h2.const_mul b).congr_deriv (by ring)

/-- If `g` is the first derivative of a Thomas-Fermi solution on `x > 0`, then any derivative
of `g` at a point `x > 0` equals the right-hand side of the Thomas-Fermi equation. -/
theorem second_derivative_eq {χ g : ℝ → ℝ} {s x : ℝ} (h : IsTFSolution χ)
    (hg : ∀ y, 0 < y → HasDerivAt χ (g y) y) (hx : 0 < x) (hs : HasDerivAt g s x) :
    s = χ x ^ (3 / 2 : ℝ) / √x := by
  obtain ⟨χ', h⟩ := h
  have e : χ' =ᶠ[𝓝 x] g := by
    filter_upwards [Ioi_mem_nhds hx] with y hy
    exact (h y hy).2.1.unique (hg y hy)
  exact (hs.congr_of_eventuallyEq e).unique (h x hx).2.2

/-- Thomas-Fermi scaling: if `χ` is a solution and `a > 0`, then `a³ χ(a x)` is a solution. -/
theorem scaling {χ : ℝ → ℝ} {a : ℝ} (h : IsTFSolution χ) (ha : 0 < a) :
    IsTFSolution (fun x => a ^ 3 * χ (a * x)) := by
  obtain ⟨χ', h⟩ := h
  refine ⟨fun x => a ^ 3 * a * χ' (a * x), fun x hx => ?_⟩
  obtain ⟨h0, h1, h2⟩ := h (a * x) (mul_pos ha hx)
  have hn : 0 ≤ a ^ 3 * χ (a * x) := mul_nonneg (by positivity) h0
  have hs : √(a ^ 3) = a * √a := by
    rw [show a ^ 3 = a ^ 2 * a by ring, Real.sqrt_mul (sq_nonneg a), Real.sqrt_sq ha.le]
  -- both sides carry the factor `a^(9/2)`
  have key : a ^ 3 * a * a * (χ (a * x) ^ (3 / 2 : ℝ) / √(a * x))
      = (a ^ 3 * χ (a * x)) ^ (3 / 2 : ℝ) / √x := by
    have e : a / √a = √a := Real.div_sqrt
    rw [rpow_three_half h0, rpow_three_half hn, Real.sqrt_mul ha.le x,
      Real.sqrt_mul (pow_nonneg ha.le 3), hs]
    linear_combination (a ^ 4 * χ (a * x) * √(χ (a * x)) / √x) * e
  exact ⟨hn, hasDerivAt_dilation h1, (hasDerivAt_dilation h2).congr_deriv key⟩

/-- The scaling exponent is forced: for a solution `χ` that is positive somewhere on `x > 0`,
and `a, b > 0`, the function `b χ(a x)` is a solution exactly when `b = a³`. -/
theorem scaling_iff {χ : ℝ → ℝ} {a b : ℝ} (h : IsTFSolution χ)
    (hpos : ∃ x, 0 < x ∧ 0 < χ x) (ha : 0 < a) (hb : 0 < b) :
    IsTFSolution (fun x => b * χ (a * x)) ↔ b = a ^ 3 := by
  constructor
  · intro hsol
    obtain ⟨x₀, hx₀, hp₀⟩ := hpos
    have hax : a * (x₀ / a) = x₀ := by field_simp
    obtain ⟨x, hx, hp⟩ : ∃ x, 0 < x ∧ 0 < χ (a * x) :=
      ⟨x₀ / a, div_pos hx₀ ha, by rw [hax]; exact hp₀⟩
    obtain ⟨χ', h⟩ := h
    have E : b * a * a * (χ (a * x) ^ (3 / 2 : ℝ) / √(a * x))
        = (b * χ (a * x)) ^ (3 / 2 : ℝ) / √x :=
      second_derivative_eq (g := fun y => b * a * χ' (a * y)) hsol
        (fun y hy => hasDerivAt_dilation (h (a * y) (mul_pos ha hy)).2.1) hx
        (hasDerivAt_dilation (h (a * x) (mul_pos ha hx)).2.2)
    rw [rpow_three_half hp.le, rpow_three_half (mul_pos hb hp).le, Real.sqrt_mul ha.le x,
      Real.sqrt_mul hb.le] at E
    -- cancel the common positive factor
    have hK : 0 < b * χ (a * x) * √(χ (a * x)) / √x := by positivity
    have e1 : a ^ 2 / √a = √b := mul_left_cancel₀ hK.ne' (by linear_combination E)
    have e2 : a ^ 2 = √b * √a := (div_eq_iff (Real.sqrt_pos.mpr ha).ne').mp e1
    have e3 : a * b = a * a ^ 3 := by
      linear_combination (-(a ^ 2 + √b * √a)) * e2 - a * Real.sq_sqrt hb.le
        - (√b) ^ 2 * Real.sq_sqrt ha.le
    exact mul_left_cancel₀ ha.ne' e3
  · rintro rfl
    exact scaling h ha

/-- Derivative of the power law `c x^m` at a point `x > 0`. -/
theorem hasDerivAt_power (c m : ℝ) {x : ℝ} (hx : 0 < x) :
    HasDerivAt (fun y : ℝ => c * y ^ m) (c * m * x ^ (m - 1)) x :=
  ((Real.hasDerivAt_rpow_const (p := m) (Or.inl hx.ne')).const_mul c).congr_deriv (by ring)

/-- For `x > 0` the real power `-3` is the inverse cube. -/
theorem rpow_neg_three {x : ℝ} (hx : 0 < x) : x ^ (-3 : ℝ) = (x ^ 3)⁻¹ := by
  rw [Real.rpow_neg hx.le, show (3 : ℝ) = ((3 : ℕ) : ℝ) by norm_num, Real.rpow_natCast]

/-- A power law `c x^m` with `c > 0` and real `m` solves the Thomas-Fermi equation exactly
when `m = -3` and `c = 144`. -/
theorem power_law_iff {c m : ℝ} (hc : 0 < c) :
    IsTFSolution (fun x => c * x ^ m) ↔ m = -3 ∧ c = 144 := by
  constructor
  · intro h
    have E : ∀ x : ℝ, 0 < x →
        c * m * (m - 1) * (x ^ m / x / x) = c * x ^ m * (√c * √(x ^ m)) / √x := by
      intro x hx
      have hn : 0 ≤ c * x ^ m := by positivity
      have e : c * m * (m - 1) * x ^ (m - 1 - 1) = (c * x ^ m) ^ (3 / 2 : ℝ) / √x :=
        second_derivative_eq (g := fun y => c * m * y ^ (m - 1)) h
          (fun y hy => hasDerivAt_power c m hy) hx (hasDerivAt_power (c * m) (m - 1) hx)
      rw [Real.rpow_sub_one hx.ne', Real.rpow_sub_one hx.ne', rpow_three_half hn,
        Real.sqrt_mul hc.le] at e
      exact e
    -- the equation at `x = 1` fixes the prefactor, at `x = 4` the exponent
    have h1 := E 1 one_pos
    simp only [Real.one_rpow, Real.sqrt_one, div_one, mul_one] at h1
    have h4 := E 4 (by norm_num)
    have s4 : √(4 : ℝ) = 2 := by
      rw [show (4 : ℝ) = 2 ^ 2 by norm_num]
      exact Real.sqrt_sq (by norm_num)
    rw [s4] at h4
    have hu : (0 : ℝ) < 4 ^ m := by positivity
    have hK : 0 < c * √c * (4 : ℝ) ^ m := by positivity
    have hsu : √((4 : ℝ) ^ m) = 1 / 8 :=
      mul_left_cancel₀ hK.ne' (by linear_combination (-2) * h4 + ((4 : ℝ) ^ m / 8) * h1)
    have hq := Real.sq_sqrt hu.le
    rw [hsu] at hq
    have h3 : (4 : ℝ) ^ m = 4 ^ (-3 : ℝ) := by
      rw [rpow_neg_three (by norm_num), ← hq]
      norm_num
    have hl := congrArg Real.log h3
    rw [Real.log_rpow (by norm_num), Real.log_rpow (by norm_num)] at hl
    have hm : m = -3 := mul_right_cancel₀ (Real.log_pos (by norm_num)).ne' hl
    subst hm
    have hc12 : √c = 12 := mul_left_cancel₀ hc.ne' (by linear_combination -h1)
    have hcq := Real.sq_sqrt hc.le
    rw [hc12] at hcq
    exact ⟨rfl, by linarith⟩
  · rintro ⟨rfl, rfl⟩
    refine ⟨fun y => 144 * (-3) * y ^ (-3 - 1 : ℝ), fun x hx => ?_⟩
    have hn : 0 ≤ 144 * (x ^ 3)⁻¹ := by positivity
    have hs : √(144 * (x ^ 3)⁻¹) = 12 / (x * √x) := by
      have e : 144 * (x ^ 3)⁻¹ = (12 / (x * √x)) ^ 2 := by
        rw [div_pow, mul_pow, Real.sq_sqrt hx.le]
        ring
      rw [e, Real.sqrt_sq (by positivity)]
    have hq : (√x)⁻¹ * (√x)⁻¹ = x⁻¹ := by rw [← mul_inv, Real.mul_self_sqrt hx.le]
    have key : 144 * (-3) * (-3 - 1) * x ^ (-3 - 1 - 1 : ℝ)
        = (144 * x ^ (-3 : ℝ)) ^ (3 / 2 : ℝ) / √x := by
      rw [Real.rpow_sub_one hx.ne', Real.rpow_sub_one hx.ne', rpow_neg_three hx,
        rpow_three_half hn, hs]
      linear_combination (-1728 * (x ^ 3)⁻¹ * x⁻¹) * hq
    exact ⟨by positivity, hasDerivAt_power 144 (-3) hx,
      (hasDerivAt_power (144 * (-3)) (-3 - 1) hx).congr_deriv key⟩

/-- A Thomas-Fermi solution that is positive somewhere on `x > 0` is unchanged by every scaling
`χ(x) → a³ χ(a x)`, `a > 0`, at all `x > 0` exactly when it equals `144 / x³` there. -/
theorem scale_invariant_iff {χ : ℝ → ℝ} (h : IsTFSolution χ)
    (hpos : ∃ x, 0 < x ∧ 0 < χ x) :
    (∀ a x, 0 < a → 0 < x → a ^ 3 * χ (a * x) = χ x) ↔ ∀ x, 0 < x → χ x = 144 / x ^ 3 := by
  constructor
  · intro hinv
    -- invariance at `x = 1` makes `χ` an inverse cube
    have hform : ∀ x, 0 < x → χ 1 * x ^ (-3 : ℝ) = χ x := by
      intro x hx
      have e := hinv x 1 hx one_pos
      rw [mul_one] at e
      rw [rpow_neg_three hx, ← e]
      field_simp
    have h1 : 0 < χ 1 := by
      obtain ⟨x, hx, hp⟩ := hpos
      have e := hinv x 1 hx one_pos
      rw [mul_one] at e
      rw [← e]
      positivity
    have hsol : IsTFSolution (fun x => χ 1 * x ^ (-3 : ℝ)) := by
      obtain ⟨χ', h⟩ := h
      refine ⟨χ', fun x hx => ?_⟩
      have e : (fun x => χ 1 * x ^ (-3 : ℝ)) =ᶠ[𝓝 x] χ := by
        filter_upwards [Ioi_mem_nhds hx] with y hy
        exact hform y hy
      beta_reduce
      rw [hform x hx]
      exact ⟨(h x hx).1, (h x hx).2.1.congr_of_eventuallyEq e, (h x hx).2.2⟩
    have hc := ((power_law_iff h1).mp hsol).2
    intro x hx
    rw [← hform x hx, hc, rpow_neg_three hx, div_eq_mul_inv]
  · intro hχ a x ha hx
    rw [hχ _ (mul_pos ha hx), hχ x hx]
    field_simp

end ThomasFermiScaling
```

```lean
#print axioms ThomasFermiScaling.scaling
-- 'ThomasFermiScaling.scaling' depends on axioms: [propext, Classical.choice, Quot.sound]
#print axioms ThomasFermiScaling.scaling_iff
-- 'ThomasFermiScaling.scaling_iff' depends on axioms: [propext, Classical.choice, Quot.sound]
#print axioms ThomasFermiScaling.scale_invariant_iff
-- 'ThomasFermiScaling.scale_invariant_iff' depends on axioms: [propext, Classical.choice, Quot.sound]
```

## From power counting to the proof

`hasDerivAt_dilation` is the chain rule, used twice for a second derivative. `rpow_three_half` replaces $y^{3/2}$ by $y\sqrt y$ for $y\ge0$, which reduces the `key` identity in `scaling` to $a/\sqrt a=\sqrt a$.

The left-to-right directions of `scaling_iff` and `power_law_iff` use the fact that a solution has only one possible second derivative at each $x>0$. `second_derivative_eq` supplies this: two first-derivative functions agree throughout a neighbourhood of any $x>0$, so their derivatives there agree too. In `scaling_iff` this yields the equation `E`; cancelling the positive factor `hK` leaves $a^2=\sqrt b\sqrt a$, and squaring gives $a\,b=a\,a^3$.

In `power_law_iff`, `hasDerivAt_power` differentiates the power law. The equations at $1$ and $4$ combine to $\sqrt{4^m}=1/8$, so $4^m=4^{-3}$, and logarithms give $m=-3$. The reverse direction checks the inverse cube directly, with `rpow_neg_three` translating the real power.

Finally, `scale_invariant_iff` obtains the inverse-cube form in `hform`. Since that form agrees with $\chi$ near every positive point, it inherits the derivatives of $\chi$, and `power_law_iff` fixes its coefficient.
